# The hypervirial relation at a local energy minimum along a unitary path

Let H be a Hermitian and A an anti-Hermitian complex matrix of the same finite size, and let v be a vector. If the energy of exp(tA)v, as a function of real t, has a local minimum at t = 0, then

⟨v, (HA − AH)v⟩ = 0.

The same relation holds when v locally minimises the energy among the vectors of its own norm in a trial set that exp(tA) maps into itself for every real t. An exact eigenvector of H obeys the relation for every A; a variational minimum obeys it for the generators under which the trial set is closed. For a Hartree–Fock calculation in a finite basis, with H the many-electron Hamiltonian, v the Slater determinant and A the generator of an orbital rotation, this is the condition that the energy is stationary under that rotation.

## Energies, commutators and trial paths

The finite type `n` labels an orthonormal basis, so a vector is a function `n → ℂ` and an operator is a square matrix. Unbounded operators are not covered, and with them the dilation generator behind the usual virial theorem.

```lean
import Mathlib

open Matrix Filter Topology
open scoped Matrix.Norms.Operator

namespace VariationalHypervirial

noncomputable section

variable {n : Type*} [Fintype n] [DecidableEq n]
```

The expectation value is taken without dividing by the norm:

⟨M⟩_v = ⟨v, Mv⟩ = Σ_i v_i* (Mv)_i.

```lean
/-- The expectation value `⟨v, M v⟩` of a matrix `M` in the (not necessarily normalised)
vector `v`. -/
def expect {n : Type*} [Fintype n] (M : Matrix n n ℂ) (v : n → ℂ) : ℂ :=
  star v ⬝ᵥ (M *ᵥ v)
```

For a unit vector this is the usual quantum mean value. The energy is its real part, a real number that can be minimised.

```lean
/-- The real part of the expectation value `⟨v, H v⟩`. -/
def energy {n : Type*} [Fintype n] (H : Matrix n n ℂ) (v : n → ℂ) : ℝ :=
  (expect H v).re
```

The commutator has the order [H,A] = HA − AH.

```lean
/-- The commutator `HA - AH`. -/
def comm {n : Type*} [Fintype n] (H A : Matrix n n ℂ) : Matrix n n ℂ :=
  H * A - A * H
```

The trial path is ψ(t) = exp(tA)v. In physical notation A = −iG with G Hermitian, so exp(tA) is unitary and the relation reads ⟨[H,G]⟩ = 0.

```lean
/-- The trial vectors `exp(tA) v` generated from `v` by `A`. -/
def orbit (A : Matrix n n ℂ) (v : n → ℂ) (t : ℝ) : n → ℂ :=
  NormedSpace.exp (t • A) *ᵥ v
```

## The equation of motion of the trial vector

Differentiating the exponential series term by term gives d/dt exp(tA) = A exp(tA). Applied to v, this is

ψ'(t) = Aψ(t), ψ(0) = v.

```lean
/-- The trial path starts at `v` and obeys the equation of motion `ψ' = A ψ`. -/
theorem orbit_flow (A : Matrix n n ℂ) (v : n → ℂ) :
    orbit A v 0 = v ∧ ∀ t, HasDerivAt (orbit A v) (A *ᵥ orbit A v t) t := by
  refine ⟨by simp [orbit, NormedSpace.exp_zero], fun t => ?_⟩
  -- apply the linear map `M ↦ M v` to the derivative of the matrix exponential
  let L : Matrix n n ℂ →ₗ[ℝ] (n → ℂ) :=
    { toFun := fun M => M *ᵥ v
      map_add' := fun M N => Matrix.add_mulVec M N v
      map_smul' := by
        intro c M
        ext i
        simp [Matrix.mulVec, dotProduct, Finset.mul_sum, mul_assoc] }
  have h := L.toContinuousLinearMap.hasFDerivAt.comp_hasDerivAt t
    (hasDerivAt_exp_smul_const' A t)
  have e : A *ᵥ orbit A v t = (A * NormedSpace.exp (t • A)) *ᵥ v := by
    simp only [orbit, Matrix.mulVec_mulVec]
  rw [e]
  exact h
```

In the proof, `L` is the linear map M ↦ Mv, through which Mathlib's derivative of the matrix exponential is carried over to the vector.

## Real mean values for Hermitian matrices

With H_ij* = H_ji,

⟨v, Hv⟩* = Σ_ij v_i H_ij* v_j* = Σ_ij v_j* H_ji v_i = ⟨v, Hv⟩.

A number equal to its own conjugate has no imaginary part.

```lean
omit [DecidableEq n] in
/-- Expectation values of a Hermitian matrix are real. -/
theorem expect_im {H : Matrix n n ℂ} (hH : H.IsHermitian) (v : n → ℂ) :
    (expect H v).im = 0 := by
  have h : star (expect H v) = expect H v := by
    simp only [expect, dotProduct, Matrix.mulVec, Finset.mul_sum, star_sum, star_mul',
      Pi.star_apply, star_star]
    rw [Finset.sum_comm]
    refine Finset.sum_congr rfl fun i _ => Finset.sum_congr rfl fun j _ => ?_
    rw [hH.apply i j]
    ring
  exact Complex.conj_eq_iff_im.1 h
```

The exchange of the two summation indices is `Finset.sum_comm`. For Hermitian H, `energy` therefore loses nothing by keeping only the real part.

## The slope is a mean commutator

The product rule acts on bra and ket:

d/dt ⟨ψ, Hψ⟩ = ⟨Aψ, Hψ⟩ + ⟨ψ, HAψ⟩.

Since A† = −A, the first term is −⟨ψ, AHψ⟩, and so

d/dt ⟨ψ, Hψ⟩ = ⟨ψ, (HA − AH)ψ⟩.

```lean
/-- Along the path generated by an anti-Hermitian `A`, the expectation value of `H` changes at
the rate given by the expectation value of `HA - AH`. -/
theorem expect_hasDerivAt (H : Matrix n n ℂ) {A : Matrix n n ℂ} (hA : Aᴴ = -A)
    (v : n → ℂ) (t : ℝ) :
    HasDerivAt (fun s => expect H (orbit A v s)) (expect (comm H A) (orbit A v t)) t := by
  have hψ : ∀ i, HasDerivAt (fun s => orbit A v s i) ((A *ᵥ orbit A v t) i) t :=
    hasDerivAt_pi.1 ((orbit_flow A v).2 t)
  have hH : ∀ i, HasDerivAt (fun s => (H *ᵥ orbit A v s) i)
      ((H *ᵥ (A *ᵥ orbit A v t)) i) t := by
    intro i
    change HasDerivAt (fun s => ∑ j, H i j * orbit A v s j)
      (∑ j, H i j * (A *ᵥ orbit A v t) j) t
    exact HasDerivAt.fun_sum fun j _ => (hψ j).const_mul (H i j)
  -- product rule for bra and ket
  have h : HasDerivAt (fun s => ∑ i, star (orbit A v s i) * (H *ᵥ orbit A v s) i)
      (∑ i, (star ((A *ᵥ orbit A v t) i) * (H *ᵥ orbit A v t) i
        + star (orbit A v t i) * (H *ᵥ (A *ᵥ orbit A v t)) i)) t :=
    HasDerivAt.fun_sum fun i _ => (hψ i).star.fun_mul (hH i)
  -- anti-Hermiticity moves `A` from the bra to the ket with a minus sign
  have e : ∀ w : n → ℂ, star (A *ᵥ w) ⬝ᵥ (H *ᵥ w) = -(star w ⬝ᵥ ((A * H) *ᵥ w)) := by
    intro w
    rw [Matrix.star_mulVec, hA, ← Matrix.dotProduct_mulVec, Matrix.neg_mulVec,
      dotProduct_neg, Matrix.mulVec_mulVec]
  refine HasDerivAt.congr_deriv h ?_
  rw [Finset.sum_add_distrib]
  change star (A *ᵥ orbit A v t) ⬝ᵥ (H *ᵥ orbit A v t)
    + star (orbit A v t) ⬝ᵥ (H *ᵥ (A *ᵥ orbit A v t)) = _
  rw [e, Matrix.mulVec_mulVec, expect, comm, Matrix.sub_mulVec, dotProduct_sub]
  ring
```

The facts `hψ` and `hH` differentiate the components of ψ and Hψ, `h` is the product rule, and `e` moves A from bra to ket. H may be any matrix here, which lets the same lemma be applied later to [H,A] in place of H.

Taking real parts gives the slope of the energy:

E'(t) = Re ⟨ψ(t), [H,A]ψ(t)⟩.

```lean
/-- The slope of the energy along the trial path is the real part of the expectation value of
`HA - AH`. -/
theorem energy_hasDerivAt (H : Matrix n n ℂ) {A : Matrix n n ℂ} (hA : Aᴴ = -A)
    (v : n → ℂ) (t : ℝ) :
    HasDerivAt (fun s => energy H (orbit A v s)) (energy (comm H A) (orbit A v t)) t :=
  Complex.reCLM.hasFDerivAt.comp_hasDerivAt t (expect_hasDerivAt H hA v t)
```

A program need not build the commutator. For Hermitian H the slope at t = 0 equals 2 Re⟨Hv, Av⟩, which takes one application of H and one of A. A central difference of the energy along exp(tA)v is a direct test of such a gradient routine.

## Conservation of the norm

For H = 1 the commutator is zero, so ⟨ψ, ψ⟩ has zero derivative everywhere and keeps its initial value:

⟨ψ(t), ψ(t)⟩ = ⟨v, v⟩.

```lean
/-- An anti-Hermitian generator conserves the norm of the trial vector. -/
theorem orbit_norm {A : Matrix n n ℂ} (hA : Aᴴ = -A) (v : n → ℂ) (t : ℝ) :
    star (orbit A v t) ⬝ᵥ orbit A v t = star v ⬝ᵥ v := by
  have h := is_const_of_deriv_eq_zero
    (fun s => (expect_hasDerivAt 1 hA v s).differentiableAt)
    (fun s => by rw [(expect_hasDerivAt 1 hA v s).deriv]; simp [comm, expect]) t 0
  simpa [expect, (orbit_flow A v).1] using h
```

For v ≠ 0 the normalised energy ⟨ψ, Hψ⟩/⟨ψ, ψ⟩ thus differs from `energy` only by a constant positive factor along the path, and the two have the same minima in t.

## The hypervirial relation at a minimum

At a local minimum E'(0) = 0, so Re⟨v, [H,A]v⟩ = 0. The commutator is Hermitian,

(HA − AH)† = A†H − HA† = −AH + HA,

so its mean value has no imaginary part either. Both parts vanish.

```lean
/-- Variational hypervirial theorem: if the energy along `exp(tA) v` has a local minimum at
`t = 0`, then `⟨v, (HA - AH) v⟩ = 0`. -/
theorem hypervirial_of_isLocalMin {H A : Matrix n n ℂ} (hH : H.IsHermitian) (hA : Aᴴ = -A)
    {v : n → ℂ} (hmin : IsLocalMin (fun t => energy H (orbit A v t)) 0) :
    expect (comm H A) v = 0 := by
  -- stationarity kills the real part
  have hre := hmin.hasDerivAt_eq_zero (energy_hasDerivAt H hA v 0)
  rw [(orbit_flow A v).1] at hre
  -- the commutator is Hermitian, so there is no imaginary part
  have hc : (comm H A).IsHermitian := by
    change (comm H A)ᴴ = comm H A
    have hH' : Hᴴ = H := hH
    rw [comm, Matrix.conjTranspose_sub, Matrix.conjTranspose_mul, Matrix.conjTranspose_mul,
      hH', hA]
    noncomm_ring
  exact Complex.ext hre (expect_im hc v)
```

Here `hre` is the vanishing slope, `hc` is the Hermiticity of the commutator, and `Complex.ext` joins the two parts into one complex equation.

## Trial sets closed under a generator

Let S be a set of trial vectors such that w ∈ S implies exp(tA)w ∈ S for every real t. If v ∈ S has the lowest energy among nearby members of S with the same norm, then the path ψ(t) competes with v: it stays in S, it keeps the norm, and it is continuous with ψ(0) = v. Hence E(0) ≤ E(t) for small t, and the previous result applies.

```lean
/-- If a trial set is closed under the motions `exp(tA)`, then a vector that locally minimises
the energy among the trial vectors of the same norm obeys the hypervirial relation for `A`. -/
theorem hypervirial_of_trial_set {H A : Matrix n n ℂ} (hH : H.IsHermitian) (hA : Aᴴ = -A)
    {S : Set (n → ℂ)} (hS : ∀ w ∈ S, ∀ t : ℝ, orbit A w t ∈ S) {v : n → ℂ} (hv : v ∈ S)
    (hmin : IsLocalMinOn (energy H) {w | w ∈ S ∧ star w ⬝ᵥ w = star v ⬝ᵥ v} v) :
    expect (comm H A) v = 0 := by
  have hmin' : ∀ᶠ w in 𝓝[{w | w ∈ S ∧ star w ⬝ᵥ w = star v ⬝ᵥ v}] v,
      energy H v ≤ energy H w := hmin
  have hcont : Tendsto (orbit A v) (𝓝 0) (𝓝 v) := by
    have h := ((orbit_flow A v).2 0).continuousAt.tendsto
    rwa [(orbit_flow A v).1] at h
  -- the path stays among the admissible trial vectors
  have htend : Tendsto (orbit A v) (𝓝 0)
      (𝓝[{w | w ∈ S ∧ star w ⬝ᵥ w = star v ⬝ᵥ v}] v) :=
    tendsto_nhdsWithin_iff.2
      ⟨hcont, Eventually.of_forall fun t => ⟨hS v hv t, orbit_norm hA v t⟩⟩
  have hloc : ∀ᶠ t in 𝓝 (0 : ℝ), energy H (orbit A v 0) ≤ energy H (orbit A v t) := by
    rw [(orbit_flow A v).1]
    exact htend.eventually hmin'
  exact hypervirial_of_isLocalMin hH hA hloc
```

The set S need not be a linear space. `IsLocalMinOn` expresses the constrained local minimum, and `htend` says that the path approaches v from within the admissible set. That a minimiser exists is assumed.

Slater determinants in a finite orbital basis are an example of such a set. For real orbital rotations the generator is A = a_p†a_q − a_q†a_p, where a_p† and a_q create electrons in orbital p and remove them from orbital q. With H the many-electron Hamiltonian, the numbers ⟨[H,A]⟩ are then components of the Hartree–Fock orbital gradient, whose size serves as a convergence criterion in self-consistent-field programs.

## Curvature and the double commutator

Differentiating the slope once more, with [H,A] in the place of H, gives

E''(0) = Re ⟨v, [[H,A],A]v⟩.

If the hypervirial relation holds and this number is positive, the second-derivative test gives a local minimum.

```lean
/-- Partial converse: the hypervirial relation together with a positive mean double commutator
`[[H,A],A]` makes `t = 0` a local minimum of the energy along the trial path. -/
theorem isLocalMin_of_hypervirial {H A : Matrix n n ℂ} (hA : Aᴴ = -A) {v : n → ℂ}
    (h1 : expect (comm H A) v = 0) (h2 : 0 < energy (comm (comm H A) A) v) :
    IsLocalMin (fun t => energy H (orbit A v t)) 0 := by
  have hd : deriv (fun t => energy H (orbit A v t))
      = fun t => energy (comm H A) (orbit A v t) :=
    funext fun t => (energy_hasDerivAt H hA v t).deriv
  apply isLocalMin_of_deriv_deriv_pos
  · rw [hd, (energy_hasDerivAt (comm H A) hA v 0).deriv, (orbit_flow A v).1]
    exact h2
  · rw [hd]
    change energy (comm H A) (orbit A v 0) = 0
    rw [(orbit_flow A v).1, energy, h1, Complex.zero_re]
  · exact (energy_hasDerivAt H hA v 0).continuousAt
```

Conversely, a local minimum requires E''(0) ≥ 0. Suppose that E''(0) < 0. Then −E has zero slope and positive curvature at t = 0, so it has a local minimum there. E would have both a local minimum and a local maximum, would be constant near t = 0, and would have E''(0) = 0, a contradiction.

```lean
/-- Second-order condition: at a local minimum along the trial path the mean double commutator
`[[H,A],A]` is non-negative. -/
theorem double_comm_nonneg {H A : Matrix n n ℂ} (hH : H.IsHermitian) (hA : Aᴴ = -A)
    {v : n → ℂ} (hmin : IsLocalMin (fun t => energy H (orbit A v t)) 0) :
    0 ≤ energy (comm (comm H A) A) v := by
  by_contra hneg
  have hlt := lt_of_not_ge hneg
  have neg : ∀ (M : Matrix n n ℂ) (w : n → ℂ), energy (-M) w = -energy M w := by
    intro M w
    simp [energy, expect, Matrix.neg_mulVec]
  have hc : ∀ M : Matrix n n ℂ, comm (-M) A = -comm M A := by
    intro M
    simp only [comm]
    noncomm_ring
  -- otherwise `-H` has a local minimum too, and the energy is locally constant
  have h1 : expect (comm (-H) A) v = 0 := by
    have h := hypervirial_of_isLocalMin hH hA hmin
    rw [hc, expect, Matrix.neg_mulVec, dotProduct_neg, neg_eq_zero]
    exact h
  have h2 : 0 < energy (comm (comm (-H) A) A) v := by
    rw [hc, hc, neg]
    linarith
  have hlo : ∀ᶠ t in 𝓝 (0 : ℝ), energy H (orbit A v 0) ≤ energy H (orbit A v t) := hmin
  have hhi : ∀ᶠ t in 𝓝 (0 : ℝ), energy (-H) (orbit A v 0) ≤ energy (-H) (orbit A v t) :=
    isLocalMin_of_hypervirial hA h1 h2
  have hconst : (fun t => energy H (orbit A v t)) =ᶠ[𝓝 0]
      fun _ => energy H (orbit A v 0) := by
    filter_upwards [hlo, hhi] with t a b
    rw [neg, neg] at b
    linarith
  have h0 := hconst.deriv.deriv_eq
  have hd : deriv (fun t => energy H (orbit A v t))
      = fun t => energy (comm H A) (orbit A v t) :=
    funext fun t => (energy_hasDerivAt H hA v t).deriv
  have hz : deriv (deriv fun _ : ℝ => energy H (orbit A v 0)) 0 = 0 := by simp
  rw [hz, hd, (energy_hasDerivAt (comm H A) hA v 0).deriv, (orbit_flow A v).1] at h0
  linarith
```

The Lean proof follows this argument with −H in place of H: `hlo` and `hhi` are the two inequalities, and `hconst` is the local constancy. If the mean value of the double commutator is zero, the second-derivative test is undecided.

In an optimiser, E''(0) is the diagonal element of the energy Hessian for the parameter t. A negative value at a converged gradient shows that the stationary point is not a minimum, and that a rotation generated by A lowers the energy.

## A minimum that is not an eigenvector

Take the two-level Hamiltonian with rows (1, −i) and (i, −1).

```lean
/-- A two-level Hamiltonian with complex coupling. -/
def twoLevelH : Matrix (Fin 2) (Fin 2) ℂ := !![1, -Complex.I; Complex.I, -1]
```

The generator with rows (0, −1) and (1, 0) produces real rotations.

```lean
/-- The generator of real rotations of the two levels. -/
def rotationGen : Matrix (Fin 2) (Fin 2) ℂ := !![0, -1; 1, 0]
```

Starting from v = (0, 1), the path and its energy are

ψ(t) = (−sin t, cos t),

E(t) = sin²t − cos²t = −cos 2t,

because the imaginary couplings cancel for real vectors. The energy has a minimum at t = 0, with value −1. Yet Hv = (−i, −1) is not a multiple of v. The lowest eigenvalue of H is −√2, which no real unit vector reaches.

```lean
/-- For the two-level Hamiltonian and real rotations, the second basis vector is a local energy
minimum along its trial path although it is not an eigenvector. -/
theorem hypervirial_witness :
    twoLevelH.IsHermitian ∧ rotationGenᴴ = -rotationGen ∧
    IsLocalMin (fun t => energy twoLevelH (orbit rotationGen ![0, 1] t)) 0 ∧
    ∀ c : ℂ, twoLevelH *ᵥ ![0, 1] ≠ c • ![0, 1] := by
  have hA : rotationGenᴴ = -rotationGen := by
    ext i j
    fin_cases i <;> fin_cases j <;> simp [rotationGen, Matrix.conjTranspose_apply]
  have hc : comm twoLevelH rotationGen = !![0, -2; -2, 0] := by
    ext i j
    fin_cases i <;> fin_cases j <;>
      norm_num [comm, twoLevelH, rotationGen, Matrix.mul_apply, Fin.sum_univ_succ]
  have hcc : comm !![0, -2; -2, 0] rotationGen = !![-4, 0; 0, 4] := by
    ext i j
    fin_cases i <;> fin_cases j <;>
      norm_num [comm, rotationGen, Matrix.mul_apply, Fin.sum_univ_succ]
  refine ⟨?_, hA, isLocalMin_of_hypervirial hA ?_ ?_, ?_⟩
  · change twoLevelHᴴ = twoLevelH
    ext i j
    fin_cases i <;> fin_cases j <;> simp [twoLevelH, Matrix.conjTranspose_apply]
  · rw [hc]
    simp [expect, Matrix.mulVec, dotProduct, Fin.sum_univ_succ]
  · rw [hc, hcc]
    simp [energy, expect, Matrix.mulVec, dotProduct, Fin.sum_univ_succ]
  · intro c h
    have h0 := congrFun h 0
    simp [twoLevelH, Matrix.mulVec, dotProduct, Fin.sum_univ_succ] at h0

end

end VariationalHypervirial
```

The Lean proof works with commutators instead of the explicit cosine. `hc` gives [H,A] with rows (0, −2) and (−2, 0), whose mean value in v is 0. `hcc` gives the double commutator with diagonal (−4, 4), whose mean value is 4, in agreement with E''(0) = 4. The curvature criterion then supplies the minimum, and the first component of Hv = cv would read −i = 0, which excludes an eigenvector.

The example also shows what a converged gradient tells a user: the energy is stationary under the rotations that were varied, while a complex rotation that was not varied can still lower it.

```lean
#print axioms VariationalHypervirial.hypervirial_of_trial_set
#print axioms VariationalHypervirial.isLocalMin_of_hypervirial
#print axioms VariationalHypervirial.double_comm_nonneg
```

```
'VariationalHypervirial.hypervirial_of_trial_set' depends on axioms: [propext, Classical.choice, Quot.sound]
'VariationalHypervirial.isLocalMin_of_hypervirial' depends on axioms: [propext, Classical.choice, Quot.sound]
'VariationalHypervirial.double_comm_nonneg' depends on axioms: [propext, Classical.choice, Quot.sound]
```
